# An error bound for the truncated multipole-to-local expansion of the planar kernel 1/(R+b−a)

## Two separated clusters of line charges

A group of parallel line charges produces an electric field at many points in a distant region. Summing over every source–target pair costs the product of the two numbers. When both numbers are large, the cost falls if the sources are first condensed into a few moments, which are then converted into a polynomial valid throughout the target region. How large an error arises when both the moments and the polynomial are cut off at a finite order?

In the plane perpendicular to the lines, write positions as complex numbers. Up to a constant prefactor, a charge \(q\) at \(z_0\) gives \(E_x-iE_y=q/(z-z_0)\) at \(z\). Let \(a\) be the source position relative to the source centre, \(b\) the target position relative to the target centre, and \(R\) the displacement from the first centre to the second. The kernel is then \(1/D\) with \(D=R+b-a\).

Some linear-scaling Coulomb methods in electronic structure, those based on fast multipole expansions, use the same kind of translation with solid harmonics in three dimensions; the bound here is for the planar kernel only.

## The remainder of a geometric sum

Put \(w=(a-b)/R\), so that \(D=R(1-w)\). The kernel truncated at order \(p\) is

\[
T_p=\sum_{n=0}^{p}\frac{(a-b)^n}{R^{n+1}}=\frac1R\sum_{n=0}^{p}w^n .
\]

For \(p=0\), \(1-DT_0=1-(1-w)=w\). If \(1-DT_p=w^{p+1}\), the next term gives

\[
1-DT_{p+1}=w^{p+1}-(1-w)w^{p+1}=w^{p+2}.
\]

Hence \(1-DT_p=w^{p+1}\) for every \(p\). When \(R\) and \(D\) are nonzero, taking moduli gives the exact relative error:

\[
|D|\,\left|\frac1D-T_p\right|=\left(\frac{|a-b|}{|R|}\right)^{p+1}.
\]

This holds without any separation of the clusters, but the right side decreases with \(p\) only if \(0<|a-b|<|R|\).

## From relative error to a uniform bound

Since \(R=D+(a-b)\), the triangle inequality gives \(|R|\le|D|+|a|+|b|\), so \(|D|\ge|R|-|a|-|b|\). If \(|a|+|b|<|R|\), this lower bound is positive, and with \(|a-b|\le|a|+|b|\) we get

\[
\left|\frac1D-T_p\right|\le
\frac{\left((|a|+|b|)/|R|\right)^{p+1}}{|R|-|a|-|b|}.
\]

Equality occurs when the points face each other on the line of centres. For \(R=\rho\), \(a=s\), \(b=-t\), with \(s,t\ge0\) and \(s+t<\rho\), we have \(|a-b|=s+t\) and \(|D|=\rho-s-t\), so both inequalities used above are equalities.

## Moments in, local coefficients out

Expand \((a-b)^n\) by the binomial theorem, with \(k\) the power of \(-b\) and \(j=n-k\) the power of \(a\):

\[
T_p=\sum_{k=0}^{p}\sum_{j=0}^{p-k}(-1)^k\binom{j+k}{k}\frac{a^j b^k}{R^{j+k+1}} .
\]

For charges \(q_i\) at \(a_i\), define the moments \(M_j=\sum_i q_i a_i^j\). Multiplying by \(q_i\) and summing over \(i\) gives the polynomial \(\sum_{k=0}^{p}L_k b^k\), where

\[
L_k=\sum_{j=0}^{p-k}(-1)^k\binom{j+k}{k}\frac{M_j}{R^{j+k+1}} .
\]

Let \(r\) and \(s\) now denote the radii of the source and target regions, so that \(|a_i|\le r\) and \(|b|\le s\). If \(r+s<|R|\), each single-charge bound only grows when \(|a_i|\) and \(|b|\) are replaced by \(r\) and \(s\). The total error is therefore at most

\[
\sum_i|q_i|\;\frac{((r+s)/|R|)^{p+1}}{|R|-r-s}.
\]

## One charge at second order

Take \(q=1\), \(R=4\), \(a=1\), \(b=-1\), \(p=2\). All moments equal 1, so \(L_0=21/64\), \(L_1=-6/64\) and \(L_2=1/64\). At \(b=-1\) the polynomial gives \(28/64=0.4375\), while the kernel is \(1/2\). The error, \(0.0625\), equals the bound \((2/4)^3/2\).

Moving the target to \(b=i\) leaves the bound unchanged, but the error drops to \((\sqrt2/4)^3/\sqrt{10}\approx0.014\).

## The translation step in a fast multipole code

A single-level scheme computes the \(M_j\) once per source box, converts them to \(L_k\) for each well-separated target box, and evaluates the polynomial at each target. Pairs in boxes that are not well separated are summed directly. Fast multipole codes use a hierarchy of boxes and also shift moments and local coefficients between levels; those shifts are not treated here. For square boxes of side \(h\) in the same row with one box between them, \(|R|=2h\) and \(r=s=h/\sqrt2\). The ratio is about \(0.71\), so two extra orders halve the bound.

The cutoff here is triangular, \(j+k\le p\). For \(p\ge1\), keeping all pairs with \(j,k\le p\) gives a different polynomial in general. The same bound still covers it: the bound is the sum of \(\binom{j+k}{k}|a|^j|b|^k/|R|^{j+k+1}\) over all \(j+k>p\), and the square cutoff omits only some of these terms. This remark is not part of the Lean code.

## How the Lean statements encode the physics

The positions `R`, `a`, `b` have type `ℂ`, and `‖·‖` is the modulus. The sum over `range (p + 1)` runs from 0 to \(p\). `truncatedKernel`, `moment` and `localCoeff` are \(T_p\), \(M_j\) and \(L_k\). The finite type `ι` labels the charges, which may be complex; physical line charges are the real case.

The main theorem, `truncation_error_le`, assumes only `‖a‖ + ‖b‖ < ‖R‖`; `cluster_error_le` assumes the two radii and their separation. The arithmetic is exact, so rounding error is not included. Neither the logarithmic potential nor the three-dimensional kernel is treated.

```lean
import Mathlib

open Finset

namespace PlanarMultipoleToLocal

noncomputable section

/-- The kernel `1/(R+b-a)` expanded in powers of `(a-b)/R` and cut off after total order `p`. -/
def truncatedKernel (R a b : ℂ) (p : ℕ) : ℂ :=
  ∑ n ∈ range (p + 1), (a - b) ^ n / R ^ (n + 1)

/-- The multipole moment of order `j` of charges `q i` at positions `a i`
relative to the source centre. -/
def moment {ι : Type*} [Fintype ι] (q a : ι → ℂ) (j : ℕ) : ℂ :=
  ∑ i, q i * a i ^ j

/-- The local expansion coefficient of order `k` at displacement `R`, built from the multipole
moments of order `j` with `j + k ≤ p`. -/
def localCoeff {ι : Type*} [Fintype ι] (q a : ι → ℂ) (R : ℂ) (p k : ℕ) : ℂ :=
  ∑ j ∈ range (p + 1 - k),
    (-1) ^ k * ((j + k).choose k : ℂ) * moment q a j / R ^ (j + k + 1)

/-- Multiplying the truncated kernel by `R+b-a` gives one up to the remainder
`((a-b)/R)^(p+1)`. -/
theorem truncation_remainder {R : ℂ} (hR : R ≠ 0) (a b : ℂ) (p : ℕ) :
    1 - (R + b - a) * truncatedKernel R a b p = ((a - b) / R) ^ (p + 1) := by
  unfold truncatedKernel
  induction p with
  | zero =>
    simp only [zero_add, sum_range_one, pow_zero, pow_one]
    field_simp
    ring
  | succ p ih =>
    rw [sum_range_succ]
    -- the new term lowers the remainder by one more factor (a-b)/R
    have h : ((a - b) / R) ^ (p + 1) - (R + b - a) * ((a - b) ^ (p + 1) / R ^ (p + 1 + 1))
        = ((a - b) / R) ^ (p + 1 + 1) := by
      rw [div_pow, div_pow]
      field_simp
      ring
    linear_combination ih + h

/-- The truncation error relative to the kernel `1/(R+b-a)` is exactly
`(‖a-b‖/‖R‖)^(p+1)`. -/
theorem relative_error {R a b : ℂ} (hR : R ≠ 0) (hD : R + b - a ≠ 0) (p : ℕ) :
    ‖R + b - a‖ * ‖1 / (R + b - a) - truncatedKernel R a b p‖
      = (‖a - b‖ / ‖R‖) ^ (p + 1) := by
  rw [← norm_mul, mul_sub, mul_one_div_cancel hD, truncation_remainder hR, norm_pow, norm_div]

/-- The distance between source and target is at least the distance between the centres
minus the distances of the two points from their centres. -/
theorem separation (R a b : ℂ) : ‖R‖ - ‖a‖ - ‖b‖ ≤ ‖R + b - a‖ := by
  have h1 : ‖R‖ ≤ ‖R + b - a‖ + ‖a - b‖ := by
    calc ‖R‖ = ‖(R + b - a) + (a - b)‖ := by congr 1; ring
      _ ≤ _ := norm_add_le _ _
  have h2 := norm_sub_le a b
  linarith

/-- Error bound for the planar multipole-to-local expansion of `1/(R+b-a)` truncated after
total order `p`, for `‖a‖ + ‖b‖ < ‖R‖`. -/
theorem truncation_error_le {R a b : ℂ} (h : ‖a‖ + ‖b‖ < ‖R‖) (p : ℕ) :
    ‖1 / (R + b - a) - truncatedKernel R a b p‖
      ≤ ((‖a‖ + ‖b‖) / ‖R‖) ^ (p + 1) / (‖R‖ - ‖a‖ - ‖b‖) := by
  have hgap : 0 < ‖R‖ - ‖a‖ - ‖b‖ := by linarith
  have hsep := separation R a b
  have hR : R ≠ 0 := norm_pos_iff.mp (by linarith [norm_nonneg a, norm_nonneg b])
  have hD : R + b - a ≠ 0 := norm_pos_iff.mp (by linarith)
  rw [le_div_iff₀ hgap]
  calc ‖1 / (R + b - a) - truncatedKernel R a b p‖ * (‖R‖ - ‖a‖ - ‖b‖)
      ≤ ‖1 / (R + b - a) - truncatedKernel R a b p‖ * ‖R + b - a‖ :=
        mul_le_mul_of_nonneg_left hsep (norm_nonneg _)
    _ = (‖a - b‖ / ‖R‖) ^ (p + 1) := by rw [mul_comm, relative_error hR hD]
    _ ≤ ((‖a‖ + ‖b‖) / ‖R‖) ^ (p + 1) := by
        have := norm_sub_le a b
        gcongr

/-- For a source at `s` and a target at `-t` on the line joining the centres, displaced towards
each other, the error equals the bound at every order. -/
theorem truncation_error_sharp {ρ s t : ℝ} (hs : 0 ≤ s) (ht : 0 ≤ t) (h : s + t < ρ) (p : ℕ) :
    ‖1 / ((ρ : ℂ) + -(t : ℂ) - s) - truncatedKernel ρ s (-(t : ℂ)) p‖
      = ((s + t) / ρ) ^ (p + 1) / (ρ - s - t) := by
  have hρ : 0 < ρ := by linarith
  have hgap : 0 < ρ - s - t := by linarith
  have hDn : ‖(ρ : ℂ) + -(t : ℂ) - s‖ = ρ - s - t := by
    have e : (ρ : ℂ) + -(t : ℂ) - s = ((ρ - s - t : ℝ) : ℂ) := by push_cast; ring
    rw [e, Complex.norm_real, Real.norm_of_nonneg hgap.le]
  have hNn : ‖(s : ℂ) - -(t : ℂ)‖ = s + t := by
    have e : (s : ℂ) - -(t : ℂ) = ((s + t : ℝ) : ℂ) := by push_cast; ring
    rw [e, Complex.norm_real, Real.norm_of_nonneg (by linarith)]
  have hRn : ‖(ρ : ℂ)‖ = ρ := by rw [Complex.norm_real, Real.norm_of_nonneg hρ.le]
  have hR : (ρ : ℂ) ≠ 0 := norm_pos_iff.mp (by rw [hRn]; exact hρ)
  have hD : (ρ : ℂ) + -(t : ℂ) - s ≠ 0 := norm_pos_iff.mp (by rw [hDn]; exact hgap)
  have key := relative_error hR hD p
  rw [hDn, hNn, hRn] at key
  rw [eq_div_iff hgap.ne', mul_comm]
  exact key

/-- The truncated kernel separates into powers of the source position `a` and the target
position `b` of total order at most `p`. -/
theorem truncatedKernel_separated (R a b : ℂ) (p : ℕ) :
    truncatedKernel R a b p = ∑ k ∈ range (p + 1), ∑ j ∈ range (p + 1 - k),
      (-1) ^ k * ((j + k).choose k : ℂ) * a ^ j * b ^ k / R ^ (j + k + 1) := by
  -- collect the terms of equal total order n = j + k
  rw [← sum_range_diag_flip (p + 1) (fun k j =>
    (-1) ^ k * ((j + k).choose k : ℂ) * a ^ j * b ^ k / R ^ (j + k + 1))]
  unfold truncatedKernel
  refine sum_congr rfl fun n _ => ?_
  rw [show a - b = -b + a by ring, add_pow, sum_div]
  refine sum_congr rfl fun k hk => ?_
  have hkn : n - k + k = n := Nat.sub_add_cancel (Nat.lt_succ_iff.mp (mem_range.mp hk))
  simp only [hkn]
  rw [neg_pow b k]
  ring

/-- The truncated field of a cluster of charges is a polynomial in the target position whose
coefficients are the local coefficients computed from the multipole moments. -/
theorem cluster_local_expansion {ι : Type*} [Fintype ι] (q a : ι → ℂ) (R b : ℂ) (p : ℕ) :
    ∑ i, q i * truncatedKernel R (a i) b p
      = ∑ k ∈ range (p + 1), localCoeff q a R p k * b ^ k := by
  simp only [truncatedKernel_separated, localCoeff, moment, mul_sum, sum_mul, sum_div]
  refine sum_comm.trans (sum_congr rfl fun k _ => ?_)
  refine sum_comm.trans (sum_congr rfl fun j _ => ?_)
  refine sum_congr rfl fun i _ => ?_
  ring

/-- Error bound for the truncated local expansion of the field of a cluster of charges within
radius `r` of its centre, at a target within radius `s` of the local centre. -/
theorem cluster_error_le {ι : Type*} [Fintype ι] (q a : ι → ℂ) {R b : ℂ} {r s : ℝ}
    (ha : ∀ i, ‖a i‖ ≤ r) (hb : ‖b‖ ≤ s) (h : r + s < ‖R‖) (p : ℕ) :
    ‖∑ i, q i / (R + b - a i) - ∑ k ∈ range (p + 1), localCoeff q a R p k * b ^ k‖
      ≤ (∑ i, ‖q i‖) * (((r + s) / ‖R‖) ^ (p + 1) / (‖R‖ - r - s)) := by
  rw [← cluster_local_expansion, ← sum_sub_distrib, sum_mul]
  refine (norm_sum_le _ _).trans (sum_le_sum fun i _ => ?_)
  have hai := ha i
  have hr : 0 ≤ r := (norm_nonneg _).trans hai
  have hs : 0 ≤ s := (norm_nonneg _).trans hb
  have e : q i / (R + b - a i) - q i * truncatedKernel R (a i) b p
      = q i * (1 / (R + b - a i) - truncatedKernel R (a i) b p) := by ring
  rw [e, norm_mul]
  refine mul_le_mul_of_nonneg_left ?_ (norm_nonneg _)
  -- each charge obeys the single-source bound, which grows with the two radii
  refine (truncation_error_le (by linarith) p).trans ?_
  have hpow : ((‖a i‖ + ‖b‖) / ‖R‖) ^ (p + 1) ≤ ((r + s) / ‖R‖) ^ (p + 1) := by gcongr
  exact div_le_div₀ (by positivity) hpow (by linarith) (by linarith)

end

end PlanarMultipoleToLocal
```

```lean
#print axioms PlanarMultipoleToLocal.truncation_error_le
#print axioms PlanarMultipoleToLocal.truncation_error_sharp
#print axioms PlanarMultipoleToLocal.cluster_error_le
```

```
'PlanarMultipoleToLocal.truncation_error_le' depends on axioms: [propext, Classical.choice, Quot.sound]
'PlanarMultipoleToLocal.truncation_error_sharp' depends on axioms: [propext, Classical.choice, Quot.sound]
'PlanarMultipoleToLocal.cluster_error_le' depends on axioms: [propext, Classical.choice, Quot.sound]
```

## How the proof follows the derivation

`truncation_remainder` is the induction on \(p\). Its auxiliary equation `h` says that the new term lowers the remainder by one more factor \(w\), and `linear_combination ih + h` adds this to the induction hypothesis. `relative_error` multiplies the error by \(D\) inside the norm and applies that identity.

`separation` is the lower bound on \(|D|\). In `truncation_error_le`, `le_div_iff₀` moves the positive gap to the left; the `calc` chain then replaces the gap by \(|D|\), inserts the exact relative error, and enlarges \(|a-b|\) to \(|a|+|b|\). `truncation_error_sharp` evaluates the three norms for the collinear arrangement and substitutes them into `relative_error`.

`truncatedKernel_separated` uses `sum_range_diag_flip` to regroup the double sum by total order \(n=j+k\), then matches each group with the binomial theorem, `add_pow`. In `cluster_local_expansion`, two uses of `sum_comm` move the sum over charges inside those over \(k\) and \(j\), where it forms the moments.

Finally, `cluster_error_le` rewrites the polynomial as a sum of truncated kernels, applies the triangle inequality over the charges, and uses the single-source bound for each. `div_le_div₀` carries out the passage to the radii \(r\) and \(s\): the numerator grows and the denominator shrinks.
